# For finitely many free-fermion modes at temperature $T$, twice the even-parity partition sum over the full one is $1+\prod_j\tanh(e_j/2T)$

## One mode, two configurations

Take a single fermion mode with energy $e$. It is either empty, with energy $-e/2$, or occupied, with energy $+e/2$. At inverse temperature $\beta=1/T$, in units where Boltzmann's constant is one, write $x=\beta e/2$. The unrestricted partition sum is

$$Z=e^{x}+e^{-x}=2\cosh x .$$

Only the empty configuration has an even number of fermions, so $Z_{\text{even}}=e^{x}=\cosh x+\sinh x$, and

$$\frac{2Z_{\text{even}}}{Z}=\frac{\cosh x+\sinh x}{\cosh x}=1+\tanh x .$$

Replacing $Z_{\text{even}}$ by $Z/2$ therefore leaves out a correction which, measured relative to $Z/2$, is $\tanh x$. The replacement is exact when $e=0$, because the two configurations then have equal weight. With more modes, the correction becomes a product of such factors, one for each mode.

## Where the parity restriction comes from

Some spin chains, the transverse-field Ising chain among them, can be rewritten as non-interacting fermions. On a periodic chain the boundary condition of the fermions depends on whether their number is even or odd. Each boundary condition has its own set of mode energies, and only configurations of one parity belong to the spin problem. The thermal sum for each set is thus a restricted sum, whereas the unrestricted sum is the one that factorises over modes.

For such a non-interacting model with finitely many modes, the result gives the exact finite-size correction made by the parity restriction in one sector. This is useful when numerical thermodynamics of a short chain is compared with the simpler unrestricted formula.

## The model and the theorem in words

Let the modes be labelled by $j$ in a finite set, with real energies $e_j$. A configuration is the set $s$ of occupied modes, $|s|$ is its number of fermions, and its energy is

$$E(s)=\sum_{j\in s}e_j-\frac12\sum_j e_j .$$

In Lean the label set is the finite type `ι`, the energies are a function `e : ι → ℝ`, a configuration is a `Finset ι`, and $E(s)$ is `energy e s`. The constant $-\frac12\sum_j e_j$ makes empty and occupied modes contribute $\mp e_j/2$; it cancels in every ratio below.

The partition sums are written out as Boltzmann sums:

- `fullSum e β` is $Z$, the sum of $e^{-\beta E(s)}$ over all configurations.
- `evenSum e β` and `oddSum e β` are $Z_{\text{even}}$ and $Z_{\text{odd}}$, restricted to even and odd $|s|$.
- `paritySum e β` is $P=\sum_s(-1)^{|s|}e^{-\beta E(s)}$.

The main theorem, `parity_projection`, assumes `β * T = 1`. This is the definition of inverse temperature in units where Boltzmann's constant is one. It then states two things:

$$\frac{2Z_{\text{even}}}{Z}=1+\prod_j\tanh\frac{e_j}{2T},
\qquad
\frac{2Z_{\text{even}}}{Z}=1\iff e_j=0\text{ for some }j .$$

The physical case $T>0$ is included, and the sign of $T$ plays no part. The equivalence does need $\beta\neq0$: at $\beta=0$, a single mode with $e\neq0$ has ratio one although no energy vanishes.

Parity here means the parity of $|s|$, the number of occupied modes. In the transverse-field Ising chain the modes mix creation and annihilation operators of the original fermions, whose parity sets the boundary condition. The two parities agree only if the state with all modes empty has even parity in the original fermions; if it has odd parity, even and odd are exchanged. Negative energies are allowed, and a mode with negative energy prefers to be occupied. Changing the sign of one $e_j$ exchanges the even and odd sums and leaves $Z$ alone, so the sign convention for the modes must be settled before a sector is called even.

The mode energies are inputs. The file contains no spin Hamiltonian, no transformation from spins to fermions and no diagonalisation. Nor does it add the two sectors of a periodic chain, which in general have different mode energies. Interactions between the fermions are absent throughout.

## Factorising the weighted sum

Set $x_j=\beta e_j/2$. Splitting the constant in $E(s)$ into occupied and empty modes gives

$$-\beta E(s)=-\sum_{j\in s}x_j+\sum_{j\notin s}x_j,
\qquad
e^{-\beta E(s)}=\prod_{j\in s}e^{-x_j}\prod_{j\notin s}e^{x_j}.$$

Now attach a real factor $z$ to each fermion. Every occupied mode contributes $z e^{-x_j}$ and every empty one $e^{x_j}$. Summing over all configurations means choosing one of the two terms independently for each mode, so

$$\sum_s z^{|s|}e^{-\beta E(s)}=\prod_j\left(ze^{-x_j}+e^{x_j}\right).$$

Two values of $z$ suffice:

$$z=1:\quad Z=\prod_j 2\cosh x_j,
\qquad
z=-1:\quad P=\prod_j 2\sinh x_j .$$

Their quotient is the mean of the fermion parity in the unrestricted ensemble:

$$\frac{P}{Z}=\prod_j\tanh x_j .$$

## Projecting onto one parity

The number $\frac12\left(1+(-1)^{|s|}\right)$ is one for even $|s|$ and zero for odd $|s|$. Inserting it into the Boltzmann sum gives $2Z_{\text{even}}=Z+P$. With the opposite sign, $2Z_{\text{odd}}=Z-P$. Since $Z>0$, division gives

$$\frac{2Z_{\text{even}}}{Z}=1+\prod_j\tanh x_j,
\qquad
\frac{2Z_{\text{odd}}}{Z}=1-\prod_j\tanh x_j .$$

With $\beta=1/T$ we have $x_j=e_j/(2T)$, which is the stated formula.

The even ratio is one exactly when the product vanishes. A finite product of real numbers vanishes exactly when one factor does, and $\tanh x_j=\sinh x_j/\cosh x_j$ vanishes only at $x_j=0$. For $\beta\neq0$ this means $e_j=0$. Physically, a zero mode can be filled or emptied at no cost in energy, which pairs each even configuration with an odd one of the same weight.

## A bound that shrinks with the number of modes

Suppose $\beta\ge0$ and $|e_j|\le W$ for all $N$ modes. For real $x$ and $y$ with $|x|\le y$, both $\sinh(y-x)$ and $\sinh(y+x)$ are non-negative. The addition theorem turns this into

$$\sinh y\cosh x\mp\cosh y\sinh x\ge0 .$$

Dividing by $\cosh x\cosh y>0$ gives $|\tanh x|\le\tanh y$. With $x=x_j$ and $y=\beta W/2$ for each mode,

$$\left|\frac{2Z_{\text{even}}}{Z}-1\right|=\prod_j|\tanh x_j|\le\left(\tanh\frac{\beta W}{2}\right)^{N}.$$

The left side is the difference between $Z_{\text{even}}$ and $Z/2$, measured relative to $Z/2$. At fixed $\beta>0$ and $W>0$ the bound decreases exponentially with $N$. At low temperature the hyperbolic tangent is close to one, and many modes are needed before the bound is small.

## No modes, and the limit of zero temperature

With no modes there is one configuration, the empty one, and it is even. Then $Z_{\text{even}}=Z=1$ and the ratio is $2$, in agreement with an empty product equal to one.

If all $e_j$ are non-zero and $T$ tends to zero from above, each $\tanh(e_j/2T)$ tends to the sign of $e_j$. The ratio then tends to $2$ if the number of negative energies is even, and to $0$ if it is odd. The ground configuration fills exactly the negative modes, and the even sector either contains it or does not. This limit is read off from the formula and is not stated as a theorem in the file.

## The Lean file

```lean
import Mathlib

namespace FreeFermionParity

noncomputable section

variable {ι : Type*} [Fintype ι] [DecidableEq ι]

/-- Energy of the configuration in which exactly the modes in `s` are occupied: each mode
contributes `e j / 2` if occupied and `-e j / 2` if empty. -/
def energy (e : ι → ℝ) (s : Finset ι) : ℝ := ∑ j ∈ s, e j - (∑ j, e j) / 2

/-- The unrestricted partition sum at inverse temperature `β`. -/
def fullSum (e : ι → ℝ) (β : ℝ) : ℝ := ∑ s : Finset ι, Real.exp (-β * energy e s)

/-- The partition sum over configurations with an even number of fermions. -/
def evenSum (e : ι → ℝ) (β : ℝ) : ℝ :=
  ∑ s ∈ Finset.univ.filter (fun s : Finset ι => Even s.card), Real.exp (-β * energy e s)

/-- The partition sum over configurations with an odd number of fermions. -/
def oddSum (e : ι → ℝ) (β : ℝ) : ℝ :=
  ∑ s ∈ Finset.univ.filter (fun s : Finset ι => Odd s.card), Real.exp (-β * energy e s)

/-- The Boltzmann sum in which each configuration is weighted by its fermion parity. -/
def paritySum (e : ι → ℝ) (β : ℝ) : ℝ :=
  ∑ s : Finset ι, (-1) ^ s.card * Real.exp (-β * energy e s)

/-- The Boltzmann sum with an additional factor `z` for each fermion is a product over
independent modes. -/
theorem fugacity_sum (e : ι → ℝ) (β z : ℝ) :
    ∑ s : Finset ι, z ^ s.card * Real.exp (-β * energy e s) =
      ∏ j, (z * Real.exp (-(β * e j / 2)) + Real.exp (β * e j / 2)) := by
  rw [Finset.prod_add, Finset.powerset_univ]
  refine Finset.sum_congr rfl fun s _ => ?_
  -- the weight splits into occupied and empty modes
  have hw : Real.exp (-β * energy e s) =
      (∏ j ∈ s, Real.exp (-(β * e j / 2))) *
        ∏ j ∈ Finset.univ \ s, Real.exp (β * e j / 2) := by
    rw [← Real.exp_sum, ← Real.exp_sum, ← Real.exp_add]
    congr 1
    have h := Finset.sum_sdiff (f := e) (Finset.subset_univ s)
    simp only [energy, Finset.sum_neg_distrib, ← Finset.sum_div, ← Finset.mul_sum]
    linear_combination (-(β / 2)) * h
  rw [hw, Finset.prod_mul_distrib, Finset.prod_const]
  ring

/-- The thermal mean of the fermion parity is the product of `tanh (β e_j / 2)` over all
modes. -/
theorem mean_parity (e : ι → ℝ) (β : ℝ) :
    paritySum e β / fullSum e β = ∏ j, Real.tanh (β * e j / 2) := by
  have hZ : fullSum e β = ∏ j, (2 * Real.cosh (β * e j / 2)) := by
    have h := fugacity_sum e β 1
    simp only [one_pow, one_mul] at h
    rw [fullSum, h]
    refine Finset.prod_congr rfl fun j _ => ?_
    rw [Real.cosh_eq]
    ring
  have hP : paritySum e β = ∏ j, (2 * Real.sinh (β * e j / 2)) := by
    rw [paritySum, fugacity_sum e β (-1)]
    refine Finset.prod_congr rfl fun j _ => ?_
    rw [Real.sinh_eq]
    ring
  rw [hP, hZ, ← Finset.prod_div_distrib]
  refine Finset.prod_congr rfl fun j _ => ?_
  rw [Real.tanh_eq_sinh_div_cosh, mul_div_mul_left _ _ two_ne_zero]

omit [DecidableEq ι] in
/-- The unrestricted partition sum is positive. -/
theorem fullSum_pos (e : ι → ℝ) (β : ℝ) : 0 < fullSum e β :=
  Finset.sum_pos (fun _ _ => Real.exp_pos _) Finset.univ_nonempty

/-- Twice the even-sector partition sum, divided by the unrestricted one, is one plus the
product of `tanh (β e_j / 2)`. -/
theorem even_ratio (e : ι → ℝ) (β : ℝ) :
    2 * evenSum e β / fullSum e β = 1 + ∏ j, Real.tanh (β * e j / 2) := by
  -- the projector onto even parity is (1 + parity) / 2
  have h : 2 * evenSum e β = fullSum e β + paritySum e β := by
    rw [evenSum, fullSum, paritySum, Finset.sum_filter, Finset.mul_sum,
      ← Finset.sum_add_distrib]
    refine Finset.sum_congr rfl fun s _ => ?_
    by_cases hs : Even s.card
    · rw [if_pos hs, hs.neg_one_pow]
      ring
    · rw [if_neg hs, (Nat.not_even_iff_odd.mp hs).neg_one_pow]
      ring
  rw [h, add_div, div_self (fullSum_pos e β).ne', mean_parity]

/-- Twice the odd-sector partition sum, divided by the unrestricted one, is one minus the
product of `tanh (β e_j / 2)`. -/
theorem odd_ratio (e : ι → ℝ) (β : ℝ) :
    2 * oddSum e β / fullSum e β = 1 - ∏ j, Real.tanh (β * e j / 2) := by
  -- the projector onto odd parity is (1 - parity) / 2
  have h : 2 * oddSum e β = fullSum e β - paritySum e β := by
    rw [oddSum, fullSum, paritySum, Finset.sum_filter, Finset.mul_sum,
      ← Finset.sum_sub_distrib]
    refine Finset.sum_congr rfl fun s _ => ?_
    by_cases hs : Odd s.card
    · rw [if_pos hs, hs.neg_one_pow]
      ring
    · rw [if_neg hs, (Nat.not_odd_iff_even.mp hs).neg_one_pow]
      ring
  rw [h, sub_div, div_self (fullSum_pos e β).ne', mean_parity]

/-- At nonzero inverse temperature, twice the even-sector partition sum equals the
unrestricted one if and only if some mode has zero energy. -/
theorem even_exact_iff (e : ι → ℝ) {β : ℝ} (hβ : β ≠ 0) :
    2 * evenSum e β / fullSum e β = 1 ↔ ∃ j, e j = 0 := by
  rw [even_ratio]
  constructor
  · intro h
    have h0 : ∏ j, Real.tanh (β * e j / 2) = 0 := by linarith
    obtain ⟨j, _, hj⟩ := Finset.prod_eq_zero_iff.mp h0
    rw [Real.tanh_eq_sinh_div_cosh, div_eq_zero_iff] at hj
    rcases hj with hj | hj
    · have h1 := Real.sinh_eq_zero.mp hj
      have h2 : β * e j = 0 := by linarith
      exact ⟨j, (mul_eq_zero.mp h2).resolve_left hβ⟩
    · exact absurd hj (Real.cosh_pos _).ne'
  · rintro ⟨j, hj⟩
    have ht : Real.tanh (β * e j / 2) = 0 := by simp [hj]
    have h0 : ∏ j, Real.tanh (β * e j / 2) = 0 :=
      Finset.prod_eq_zero (Finset.mem_univ j) ht
    rw [h0, add_zero]

/-- At temperature `T`, with `β T = 1`, twice the even-sector partition sum divided by the
unrestricted one is `1 + ∏ tanh (e_j / (2T))`, and it equals one if and only if some mode
has zero energy. -/
theorem parity_projection (e : ι → ℝ) {β T : ℝ} (hT : β * T = 1) :
    2 * evenSum e β / fullSum e β = 1 + ∏ j, Real.tanh (e j / (2 * T)) ∧
      (2 * evenSum e β / fullSum e β = 1 ↔ ∃ j, e j = 0) := by
  have hβ : β ≠ 0 := left_ne_zero_of_mul_eq_one hT
  have hT0 : T ≠ 0 := right_ne_zero_of_mul_eq_one hT
  have hb : β = 1 / T := eq_div_of_mul_eq hT0 hT
  refine ⟨?_, even_exact_iff e hβ⟩
  rw [even_ratio]
  congr 1
  refine Finset.prod_congr rfl fun j _ => ?_
  congr 1
  rw [hb]
  ring

/-- If `β ≥ 0` and all mode energies are at most `W` in magnitude, the even-sector ratio
differs from one by at most `tanh (β W / 2)` to the power of the number of modes. -/
theorem projection_error_le (e : ι → ℝ) {β W : ℝ} (hβ : 0 ≤ β) (hW : ∀ j, |e j| ≤ W) :
    |2 * evenSum e β / fullSum e β - 1| ≤ Real.tanh (β * W / 2) ^ Fintype.card ι := by
  -- `|x| ≤ y` implies `|tanh x| ≤ tanh y`, by the addition theorems for sinh
  have key : ∀ x y : ℝ, |x| ≤ y → |Real.tanh x| ≤ Real.tanh y := by
    intro x y h
    obtain ⟨h1, h2⟩ := abs_le.mp h
    have hm : 0 ≤ Real.sinh (y - x) := Real.sinh_nonneg_iff.mpr (by linarith)
    have hp : 0 ≤ Real.sinh (y + x) := Real.sinh_nonneg_iff.mpr (by linarith)
    rw [Real.sinh_sub] at hm
    rw [Real.sinh_add] at hp
    rw [Real.tanh_eq_sinh_div_cosh, Real.tanh_eq_sinh_div_cosh, abs_le]
    constructor
    · rw [← neg_div, div_le_div_iff₀ (Real.cosh_pos y) (Real.cosh_pos x)]
      linarith
    · rw [div_le_div_iff₀ (Real.cosh_pos x) (Real.cosh_pos y)]
      linarith
  rw [even_ratio, add_sub_cancel_left, Finset.abs_prod, ← Finset.card_univ,
    ← Finset.prod_const]
  refine Finset.prod_le_prod (fun _ _ => abs_nonneg _) fun j _ => key _ _ ?_
  rw [abs_div, abs_mul, abs_of_nonneg hβ, abs_two]
  have h := mul_le_mul_of_nonneg_left (hW j) hβ
  linarith

end

end FreeFermionParity
```

```lean
#print axioms FreeFermionParity.odd_ratio
#print axioms FreeFermionParity.parity_projection
#print axioms FreeFermionParity.projection_error_le
```

```
'FreeFermionParity.odd_ratio' depends on axioms: [propext, Classical.choice, Quot.sound]
'FreeFermionParity.parity_projection' depends on axioms: [propext, Classical.choice, Quot.sound]
'FreeFermionParity.projection_error_le' depends on axioms: [propext, Classical.choice, Quot.sound]
```

## Expanding a product into configurations

The central device is Mathlib's `Finset.prod_add`. It expands a product of two-term sums over a finite set into a sum over its subsets: the first term is taken on the subset and the second on its complement. A subset is precisely a fermion configuration here, so the algebraic identity already has the shape of a partition sum, and no induction over modes is needed.

In `fugacity_sum` this expansion is applied to the right-hand side. `Finset.powerset_univ` identifies the subsets of the full mode set with all configurations, and `Finset.sum_congr` reduces the claim to one configuration `s`. The intermediate statement `hw` is the splitting of the Boltzmann weight into occupied and empty modes. Its proof collects the exponentials and compares exponents. The only input is that the energies in `s` and in its complement add up to the total, which `linear_combination` uses with coefficient $-\beta/2$. Finally, `Finset.prod_const` turns the product of the factors $z$ over `s` into $z^{|s|}$.

## From the factorised sum to the theorems

`mean_parity` applies `fugacity_sum` at $z=1$ and $z=-1$. The statements `hZ` and `hP` are the products of hyperbolic cosines and sines, and `Finset.prod_div_distrib` divides them mode by mode. `fullSum_pos` supplies $Z>0$: every term is a positive exponential, and there is always at least the empty configuration.

In `even_ratio`, the statement `h` is $2Z_{\text{even}}=Z+P$. `Finset.sum_filter` rewrites the restricted sum as a sum over all configurations with a conditional term, and `by_cases` checks even and odd $|s|$ separately, as the projector does. `odd_ratio` repeats the argument with the minus sign.

`even_exact_iff` reads the ratio formula in both directions. Forwards, `Finset.prod_eq_zero_iff` finds a vanishing factor, `Real.sinh_eq_zero` makes its argument zero, and `hβ` removes $\beta$. Backwards, a zero mode makes one factor vanish, and the product with it. `parity_projection` combines this with the ratio formula after replacing $\beta$ by $1/T$.

In `projection_error_le`, the statement `key` is the comparison $|\tanh x|\le\tanh y$, obtained from the two addition theorems as above. The power on the right is rewritten as a product of equal factors, and `Finset.prod_le_prod` then compares the two products mode by mode.
